# For d ≥ 2, at most d + 1 bases of ℂ^d are mutually unbiased

A spin-1/2 particle with definite spin along z gives either result with probability 1/2 when its spin along x or y is measured, and any two of the three axes are related in this way. How many projective measurements can a d-level system have such that a definite result of any one leaves all d results of every other equally likely?

```lean
import Mathlib

open Matrix

namespace MutuallyUnbiased

noncomputable section

/-- A family of orthonormal bases of `ℂ^d` (each given by `d` orthonormal vectors) in which
vectors from different bases have squared overlap modulus `1/d`. -/
structure IsMUB {ι : Type*} {d : ℕ} (v : ι → Fin d → Fin d → ℂ) : Prop where
  orthonormal : ∀ i a b, star (v i a) ⬝ᵥ v i b = if a = b then 1 else 0
  unbiased : ∀ i j, i ≠ j → ∀ a b, ‖star (v i a) ⬝ᵥ v j b‖ ^ 2 = 1 / (d : ℝ)

/-- The operator `|u⟩⟨u|`, a projector when `u` is a unit vector. -/
def projector {d : ℕ} (u : Fin d → ℂ) : Matrix (Fin d) (Fin d) ℂ :=
  vecMulVec u (star u)

/-- The operator `|u⟩⟨u| - 1/d` in dimension `d ≥ 1`, traceless when `u` is a unit vector. -/
def tracelessProjector {d : ℕ} (u : Fin d → ℂ) : Matrix (Fin d) (Fin d) ℂ :=
  projector u - (1 / (d : ℂ)) • 1

/-- The number `⟨u|A|u⟩`, which for a unit vector `u` is the expectation value of `A`, is the trace
of `A |u⟩⟨u|`. -/
theorem trace_mul_projector {d : ℕ} (A : Matrix (Fin d) (Fin d) ℂ) (u : Fin d → ℂ) :
    Matrix.trace (A * projector u) = star u ⬝ᵥ A *ᵥ u := by
  simp only [projector, Matrix.trace, Matrix.diag_apply, Matrix.mul_apply,
    Matrix.vecMulVec_apply, dotProduct, Matrix.mulVec, Finset.mul_sum]
  refine Finset.sum_congr rfl fun k _ => Finset.sum_congr rfl fun l _ => ?_
  ring

/-- The trace of the product of `|u⟩⟨u|` and `|w⟩⟨w|` is the squared overlap modulus. -/
theorem trace_projector_mul {d : ℕ} (u w : Fin d → ℂ) :
    Matrix.trace (projector u * projector w) = ((‖star u ⬝ᵥ w‖ ^ 2 : ℝ) : ℂ) := by
  rw [← Complex.normSq_eq_norm_sq, ← Complex.mul_conj]
  simp only [projector, Matrix.trace, Matrix.diag_apply, Matrix.mul_apply,
    Matrix.vecMulVec_apply, dotProduct, Pi.star_apply, map_sum, map_mul,
    Complex.star_def, Complex.conj_conj]
  rw [Finset.sum_mul_sum, Finset.sum_comm]
  refine Finset.sum_congr rfl fun k _ => Finset.sum_congr rfl fun l _ => ?_
  ring

/-- For unit vectors, the trace product of the traceless projectors is the squared overlap
modulus minus `1/d`. -/
theorem trace_traceless_mul {d : ℕ} {u w : Fin d → ℂ} (hu : star u ⬝ᵥ u = 1)
    (hw : star w ⬝ᵥ w = 1) :
    Matrix.trace (tracelessProjector u * tracelessProjector w)
      = ((‖star u ⬝ᵥ w‖ ^ 2 : ℝ) : ℂ) - 1 / (d : ℂ) := by
  have hd : (d : ℂ) ≠ 0 := by
    intro h
    obtain rfl : d = 0 := by exact_mod_cast h
    simp [dotProduct] at hu
  have h1 : 1 / (d : ℂ) * d = 1 := one_div_mul_cancel hd
  have tr : ∀ x : Fin d → ℂ, Matrix.trace (projector x) = star x ⬝ᵥ x := fun x => by
    simpa only [one_mul, Matrix.one_mulVec] using trace_mul_projector 1 x
  simp only [tracelessProjector, sub_mul, mul_sub, Matrix.smul_mul, Matrix.mul_smul, one_mul,
    mul_one, Matrix.trace_sub, Matrix.trace_smul, Matrix.trace_one, Fintype.card_fin, tr,
    trace_projector_mul, hu, hw, smul_eq_mul]
  linear_combination (1 / (d : ℂ)) * h1

/-- Traceless projectors from two different mutually unbiased bases are orthogonal in
matrix space. -/
theorem traceless_orthogonal {ι : Type*} {d : ℕ} {v : ι → Fin d → Fin d → ℂ} (h : IsMUB v)
    {i j : ι} (hij : i ≠ j) (a b : Fin d) :
    Matrix.trace (tracelessProjector (v i a) * tracelessProjector (v j b)) = 0 := by
  rw [trace_traceless_mul ((h.orthonormal i a a).trans (if_pos rfl))
    ((h.orthonormal j b b).trans (if_pos rfl)), h.unbiased i j hij]
  simp

/-- In dimension `m + 1`, the identity and `m` traceless projectors from each of finitely many
mutually unbiased bases are linearly independent. -/
theorem linearIndependent_traceless {ι : Type*} [Fintype ι] {m : ℕ}
    {v : ι → Fin (m + 1) → Fin (m + 1) → ℂ} (h : IsMUB v) :
    LinearIndependent ℂ (fun o : Option (ι × Fin m) =>
      o.elim (1 : Matrix (Fin (m + 1)) (Fin (m + 1)) ℂ)
        fun p => tracelessProjector (v p.1 p.2.succ)) := by
  classical
  have hu : ∀ i a, star (v i a) ⬝ᵥ v i a = 1 := fun i a =>
    (h.orthonormal i a a).trans (if_pos rfl)
  have hd : ((m + 1 : ℕ) : ℂ) ≠ 0 := Nat.cast_ne_zero.mpr m.succ_ne_zero
  have hT : ∀ i a, Matrix.trace (tracelessProjector (v i a)) = 0 := fun i a => by
    have e := trace_mul_projector 1 (v i a)
    rw [one_mul, Matrix.one_mulVec, hu] at e
    rw [tracelessProjector, Matrix.trace_sub, e, Matrix.trace_smul, Matrix.trace_one,
      Fintype.card_fin, smul_eq_mul, one_div_mul_cancel hd, sub_self]
  rw [Fintype.linearIndependent_iff]
  intro c hc
  simp only [Fintype.sum_option, Option.elim_none, Option.elim_some] at hc
  -- the trace isolates the coefficient of the identity
  have h0 : c none = 0 := by
    have t := congrArg Matrix.trace hc
    simp only [Matrix.trace_add, Matrix.trace_smul, Matrix.trace_sum, Matrix.trace_one,
      Matrix.trace_zero, hT, mul_zero, Finset.sum_const_zero, add_zero, smul_eq_mul,
      Fintype.card_fin] at t
    exact (mul_eq_zero.mp t).resolve_right hd
  -- testing against a projector of basis `j` leaves only the coefficients of that basis
  have key : ∀ j b, ∑ a : Fin m, c (some (j, a)) * (if a.succ = b then 1 else 0)
      = (∑ a : Fin m, c (some (j, a))) * (1 / ((m + 1 : ℕ) : ℂ)) := by
    intro j b
    have t := congrArg (fun X => Matrix.trace (X * tracelessProjector (v j b))) hc
    simp only [h0, zero_smul, zero_add, Finset.sum_mul, Matrix.smul_mul, Matrix.trace_sum,
      Matrix.trace_smul, smul_eq_mul, zero_mul, Matrix.trace_zero, Fintype.sum_prod_type] at t
    have e : ∑ i, ∑ a : Fin m, c (some (i, a)) *
        Matrix.trace (tracelessProjector (v i a.succ) * tracelessProjector (v j b))
        = ∑ a : Fin m, c (some (j, a)) *
        Matrix.trace (tracelessProjector (v j a.succ) * tracelessProjector (v j b)) :=
      Fintype.sum_eq_single j fun i hij => Finset.sum_eq_zero fun a _ => by
        rw [traceless_orthogonal h hij, mul_zero]
    have same : ∀ a, Matrix.trace (tracelessProjector (v j a) * tracelessProjector (v j b))
        = (if a = b then 1 else 0) - 1 / ((m + 1 : ℕ) : ℂ) := fun a => by
      rw [trace_traceless_mul (hu j a) (hu j b), h.orthonormal]
      split_ifs <;> simp
    have s := e.symm.trans t
    simp only [same, mul_sub, Finset.sum_sub_distrib, ← Finset.sum_mul] at s
    exact sub_eq_zero.mp s
  intro o
  rcases o with _ | ⟨j, k⟩
  · exact h0
  · -- the omitted vector shows that the coefficients of basis `j` sum to zero
    have h1 := key j 0
    simp only [Fin.succ_ne_zero, ↓reduceIte, mul_zero, Finset.sum_const_zero] at h1
    have h2 := key j k.succ
    rw [← h1] at h2
    simpa [Fin.succ_inj] using h2

/-- For `d ≥ 2`, every family of mutually unbiased bases of `ℂ^d` is finite and has at most
`d + 1` members. -/
theorem card_le {ι : Type*} {d : ℕ} (hd : 2 ≤ d) {v : ι → Fin d → Fin d → ℂ}
    (h : IsMUB v) : Finite ι ∧ Nat.card ι ≤ d + 1 := by
  -- dimension count for finite families
  have bound : ∀ {κ : Type _} [Fintype κ] (f : κ → ι), Function.Injective f →
      Fintype.card κ ≤ d + 1 := by
    intro κ _ f hf
    obtain ⟨m, rfl⟩ : ∃ m, d = m + 1 := ⟨d - 1, by omega⟩
    have hm : IsMUB (fun k => v (f k)) :=
      ⟨fun i => h.orthonormal (f i), fun i j hij => h.unbiased _ _ (hf.ne hij)⟩
    have hc := (linearIndependent_traceless hm).fintype_card_le_finrank
    simp only [Fintype.card_option, Fintype.card_prod, Fintype.card_fin,
      Module.finrank_matrix, Module.finrank_self, mul_one] at hc
    by_contra hlt
    have := Nat.mul_le_mul_right m (show m + 3 ≤ Fintype.card κ by omega)
    nlinarith
  have hfin : Finite ι := by
    by_contra hinf
    have : Infinite ι := not_finite_iff_infinite.mp hinf
    -- an infinite family would contain `d + 2` bases
    have := bound (fun k : ULift (Fin (d + 2)) => Infinite.natEmbedding ι k.down.val)
      fun a b hab => ULift.ext _ _ (Fin.ext ((Infinite.natEmbedding ι).injective hab))
    rw [Fintype.card_ulift, Fintype.card_fin] at this
    omega
  refine ⟨hfin, ?_⟩
  have := Fintype.ofFinite ι
  rw [Nat.card_eq_fintype_card]
  exact bound id Function.injective_id

/-- Eigenbases of the Pauli matrices `σz`, `σx`, `σy`, with phases chosen so that all
entries are rational complex numbers. -/
def pauliBases : Fin 3 → Fin 2 → Fin 2 → ℂ :=
  ![![![1, 0], ![0, 1]],
    ![![⟨1/2, 1/2⟩, ⟨1/2, 1/2⟩], ![⟨1/2, 1/2⟩, ⟨-1/2, -1/2⟩]],
    ![![⟨1/2, 1/2⟩, ⟨-1/2, 1/2⟩], ![⟨1/2, 1/2⟩, ⟨1/2, -1/2⟩]]]

/-- The three Pauli bases of `ℂ^2` are mutually unbiased. -/
theorem pauliBases_witness : IsMUB pauliBases := by
  constructor
  · intro i a b
    fin_cases i <;> fin_cases a <;> fin_cases b <;>
      simp [pauliBases, dotProduct, Fin.sum_univ_two, Complex.ext_iff] <;> norm_num
  · intro i j hij a b
    rw [← Complex.normSq_eq_norm_sq, Complex.normSq_apply]
    revert hij
    fin_cases i <;> fin_cases j <;> fin_cases a <;> fin_cases b <;>
      simp [pauliBases, dotProduct, Fin.sum_univ_two] <;> norm_num

/-- In dimension one, a family of any size that repeats the basis `{1}` is mutually unbiased. -/
theorem dimension_one_unbounded (ι : Type*) :
    IsMUB (fun (_ : ι) (_ _ : Fin 1) => (1 : ℂ)) := by
  constructor
  · intro i a b
    obtain rfl := Subsingleton.elim a b
    simp [dotProduct]
  · intro i j _ a b
    simp [dotProduct]

/-- Given `d + 1` mutually unbiased bases of `ℂ^d`, two matrices with the same expectation
values on all basis vectors are equal. -/
theorem tomography {ι : Type*} [Fintype ι] {d : ℕ} {v : ι → Fin d → Fin d → ℂ}
    (h : IsMUB v) (hcard : Fintype.card ι = d + 1) {A B : Matrix (Fin d) (Fin d) ℂ}
    (hAB : ∀ i a, star (v i a) ⬝ᵥ A *ᵥ v i a = star (v i a) ⬝ᵥ B *ᵥ v i a) : A = B := by
  rcases d with _ | m
  · ext i
    exact i.elim0
  have hP : ∀ i a, Matrix.trace ((A - B) * projector (v i a)) = 0 := fun i a => by
    rw [sub_mul, Matrix.trace_sub, trace_mul_projector, trace_mul_projector, hAB, sub_self]
  -- completeness of one basis gives equal traces
  have htr : Matrix.trace (A - B) = 0 := by
    obtain ⟨i⟩ : Nonempty ι := Fintype.card_pos_iff.mp (by omega)
    have e : (Matrix.of fun a k => star (v i a k)) * (Matrix.of fun k a => v i a k) = 1 := by
      ext a b
      simpa only [Matrix.mul_apply, Matrix.of_apply, Matrix.one_apply, dotProduct,
        Pi.star_apply] using h.orthonormal i a b
    have s : ∑ a, projector (v i a) = 1 := by
      rw [← mul_eq_one_comm.mp e]
      ext k l
      simp only [Matrix.sum_apply, projector, Matrix.vecMulVec_apply, Matrix.mul_apply,
        Matrix.of_apply, Pi.star_apply]
    rw [← mul_one (A - B), ← s, Finset.mul_sum, Matrix.trace_sum]
    exact Finset.sum_eq_zero fun a _ => hP i a
  -- the independent family now has `d ^ 2` members and spans matrix space
  have hs := (linearIndependent_traceless h).span_eq_top_of_card_eq_finrank' (by
    simp only [Fintype.card_option, Fintype.card_prod, Fintype.card_fin,
      Module.finrank_matrix, Module.finrank_self, mul_one, hcard]
    ring)
  have hall : ∀ X, Matrix.trace ((A - B) * X) = 0 := by
    intro X
    have hX := Submodule.mem_top (R := ℂ) (x := X)
    rw [← hs] at hX
    induction hX using Submodule.span_induction with
    | mem x hx =>
      obtain ⟨o, rfl⟩ := hx
      rcases o with _ | ⟨i, a⟩
      · change Matrix.trace ((A - B) * 1) = 0
        rw [mul_one, htr]
      · change Matrix.trace ((A - B) * tracelessProjector (v i a.succ)) = 0
        rw [tracelessProjector, mul_sub, Matrix.trace_sub, hP, Matrix.mul_smul, mul_one,
          Matrix.trace_smul, htr, smul_zero, sub_zero]
    | zero => rw [mul_zero, Matrix.trace_zero]
    | add x y _ _ hx hy => rw [mul_add, Matrix.trace_add, hx, hy, add_zero]
    | smul c x _ hx => rw [Matrix.mul_smul, Matrix.trace_smul, hx, smul_zero]
  ext i j
  have t := hall (Matrix.of fun k l => if k = j then (if l = i then 1 else 0) else 0)
  exact sub_eq_zero.mp (by simpa [Matrix.trace, Matrix.mul_apply] using t)

end

end MutuallyUnbiased
```

```lean
#print axioms MutuallyUnbiased.card_le
#print axioms MutuallyUnbiased.dimension_one_unbounded
#print axioms MutuallyUnbiased.tomography
```

```
'MutuallyUnbiased.card_le' depends on axioms: [propext, Classical.choice, Quot.sound]
'MutuallyUnbiased.dimension_one_unbounded' depends on axioms: [propext, Classical.choice, Quot.sound]
'MutuallyUnbiased.tomography' depends on axioms: [propext, Classical.choice, Quot.sound]
```

## The bound and its physical reading

For d ≥ 2 the answer is at most d + 1. This is `card_le`. Its hypothesis `IsMUB v` describes a family of bases: `v i a` is vector number a of basis number i, and a third argument selects a component. The numbering within a basis starts at 0. The expression `star u ⬝ᵥ w` is the inner product ⟨u|w⟩, conjugate-linear in u as in physics.

The field `orthonormal` says that each basis consists of d orthonormal vectors. The field `unbiased` says that for i ≠ j and all a, b

|⟨v_i,a|v_j,b⟩|² = 1/d.

By the Born rule this is the probability of result b in measurement j immediately after result a in measurement i. That a given apparatus performs a projective measurement in one of these bases is the physical input; the theorem itself concerns only the vectors.

The labels i come from an arbitrary type ι, so the family may initially be infinite. The conclusion, `Finite ι ∧ Nat.card ι ≤ d + 1`, states finiteness separately because `Nat.card` assigns the value 0 to an infinite type. Counting labels is the same as counting bases here: for d ≥ 2 a basis listed twice would have overlaps 0 and 1 with itself, not 1/d.

The result is an upper bound. It doesn't say that d + 1 such bases exist in every dimension, and it concerns finite d, so position and momentum on a line lie beyond it.

## Orthogonality in matrix space

To a unit vector u belong the projector and its traceless part,

P_u = |u⟩⟨u|,  T_u = P_u − 1/d,

which are `projector` and `tracelessProjector`; in T_u, 1/d stands for the identity matrix divided by d. The name "traceless projector", used below for T_u, is shorthand: for d ≥ 2 the matrix T_u has the eigenvalues 1 − 1/d and −1/d, so it is not itself a projector. The trace of a product of two projectors is

Tr(P_u P_w) = ⟨u|w⟩⟨w|u⟩ = |⟨u|w⟩|².

This is `trace_projector_mul`, proved by writing both sides as double sums over components and comparing terms. Since Tr P_u = Tr P_w = 1 and Tr 1 = d, expanding the product of the traceless parts gives

Tr(T_u T_w) = |⟨u|w⟩|² − 1/d − 1/d + d/d² = |⟨u|w⟩|² − 1/d,

which is `trace_traceless_mul`. For vectors from different bases the right side vanishes, as `traceless_orthogonal` states. The traceless projectors of one basis are thus orthogonal to those of every other basis in the space of matrices, with Tr(XY) as the inner product of Hermitian X and Y. Within one basis the value is δ_ab − 1/d.

## Counting independent matrices

Write d = m + 1. The d traceless projectors of one basis add up to zero, so vector 0 of each basis is left out and m of them are kept. `linearIndependent_traceless` says that these matrices, taken from all bases of a finite family together with the identity, are linearly independent. In Lean they are indexed by `Option (ι × Fin m)`: `none` stands for the identity, and `some (i, a)` for the traceless projector of vector a + 1 of basis i, written `a.succ`.

Suppose that a combination vanishes:

c·1 + Σ_i Σ_a c_i,a T_i,a+1 = 0,  a = 0, …, m − 1.

Taking the trace leaves c·d = 0, so c = 0; this is `h0`. Next, multiply by T_j,b for any b = 0, …, m and take the trace. All bases other than j drop out by orthogonality, and what remains is the statement `key`:

Σ_a c_j,a δ_a+1,b = S_j/d,  S_j = Σ_a c_j,a.

For b = 0, the omitted vector, the left side is zero, so S_j = 0. For b = k + 1 the left side is c_j,k, which therefore vanishes too. These are the steps `h1` and `h2`.

The space of d × d complex matrices has dimension d². With N bases there are N·m + 1 independent matrices, so

N·m + 1 ≤ (m + 1)²,  that is,  N·m ≤ m(m + 2).

Since d ≥ 2 means m ≥ 1, division by m gives N ≤ m + 2 = d + 1. The Lean proof reaches the same end by contradiction: it assumes N ≥ m + 3, multiplies by m, and lets `nlinarith` find the conflict with the dimension count.

This argument is the inner statement `bound`, made for any finite selection of bases from the family. If the family were infinite, one could select d + 2 of its bases, and `bound` would give d + 2 ≤ d + 1. Hence the family is finite, and applying `bound` to all of it gives the theorem.

## One level and two levels

For d = 2 the bound is three, and the eigenbases of σz, σx and σy reach it. `pauliBases` lists them in that order, and `pauliBases_witness` checks every inner product. The vectors are normalised. Those of σx and σy carry an overall phase such that the usual factor 1/√2 becomes (1 + i)/2, which keeps all entries free of square roots. The independent matrices of the counting argument are then the identity and −σz/2, −σx/2, −σy/2, which together span the four-dimensional space of 2 × 2 matrices.

For d = 1 there is no bound. The required overlap is 1/1 = 1, which the single basis vector has with itself, so the same basis may be repeated under any number of labels. This is `dimension_one_unbounded`, and it shows that d = 1 has to be excluded. In the counting argument m = 0, and the inequality reduces to 1 ≤ 1 whatever N is.

## Reconstructing a state

When d + 1 mutually unbiased bases are available, the independent matrices number

(d + 1)(d − 1) + 1 = d²

and so span matrix space. `tomography` draws the consequence: two matrices A and B with equal expectation values on all the basis vectors are equal. For density matrices these expectation values are the outcome probabilities, so in a finite-dimensional system that has d + 1 such bases, the exact probabilities of the d + 1 measurements determine the state. The theorem assumes the bases and says nothing about the error from a finite number of measurements.

To see why it holds, put D = A − B. By `trace_mul_projector`, ⟨u|D|u⟩ = Tr(D P_u), so Tr(D P_u) = 0 for every basis vector u. The projectors of one basis add up to the identity, which gives Tr D = 0, and therefore Tr(D T_u) = 0 as well. In Lean, the completeness of a basis follows from its orthonormality because a one-sided inverse of a square matrix is two-sided.

Thus D has zero trace product with the identity and with all the traceless projectors. Since these span, Tr(D X) = 0 for every matrix X; the proof carries this over to sums and multiples by induction on the span. Choosing X with a single entry 1 in row j and column i gives D_ij = 0, and hence A = B. Dimension zero is treated separately, where the matrices have no entries.
